# The Tabor–Winterton formula for the dispersion Hamaker constant

Let two bodies of refractive index $n_1>0$ face each other across a medium of index $n_3>0$, each material having the single-oscillator permittivity $\varepsilon_j(u)=1+(n_j^2-1)/(1+u^2/w^2)$ at imaginary frequency $u$, with one common absorption frequency $w>0$. With the contrast $D_{13}=(\varepsilon_1-\varepsilon_3)/(\varepsilon_1+\varepsilon_3)$,

$$\frac{3}{4\pi}\int_0^\infty D_{13}(u)^2\,du=\frac{3w\,(n_1^2-n_3^2)^2}{16\sqrt2\,(n_1^2+n_3^2)^{3/2}},$$

and this vanishes exactly when $n_1=n_3$. It is the special case $n_2=n_1$ of a closed form for bodies 1 and 2 across medium 3. For materials each described by one undamped oscillator at a shared frequency, multiplication by Planck's constant ($h$ for ordinary frequencies, $\hbar$ for angular ones) turns it into the leading-order approximation (first power of the product of contrasts, thermal sum replaced by an integral) to the dispersion part of the non-retarded Hamaker constant, obtained from refractive indices and a single frequency.

## Definitions

```lean
import Mathlib

open Real MeasureTheory Set Filter Topology

namespace LifshitzHamaker

noncomputable section
```

`eps n w u` is $\varepsilon(u)$ for a material of index $n$, meaning the index well below the absorption frequency, since $\varepsilon(0)=n^2$. The real number $u$ labels a point on the imaginary frequency axis, where this permittivity is real.

```lean
/-- Single-oscillator permittivity at imaginary frequency `u`, for refractive index `n` and
absorption frequency `w`. -/
def eps (n w u : ℝ) : ℝ := 1 + (n ^ 2 - 1) / (1 + u ^ 2 / w ^ 2)
```

`contrast n m w u` is $D=(\varepsilon_n-\varepsilon_m)/(\varepsilon_n+\varepsilon_m)$ for a body of index $n$ against a medium of index $m$.

```lean
/-- Dielectric contrast `(ε_n - ε_m)/(ε_n + ε_m)` of the interface between two media. -/
def contrast (n m w u : ℝ) : ℝ := (eps n w u - eps m w u) / (eps n w u + eps m w u)
```

`width n m w` is the frequency $c=w\sqrt{n^2+m^2}/\sqrt2$.

```lean
/-- The frequency `w √(n² + m²)/√2` attached to an interface. -/
def width (n m w : ℝ) : ℝ := w * √(n ^ 2 + m ^ 2) / √2
```

`hamaker n₁ n₂ n₃ w` is $A_{132}=\frac{3}{4\pi}\int_0^\infty D_{13}D_{23}\,du$, with the medium as the third argument and `Ioi (0 : ℝ)` the half-line $u>0$. It has the dimension of a frequency: multiplication by $h$ gives an energy when $u$ and $w$ are ordinary frequencies, and by $\hbar$ when they are angular ones.

```lean
/-- Leading-order (first power of the product of contrasts), single-oscillator approximation to the
dispersion part of the non-retarded Hamaker constant of bodies 1 and 2 across medium 3,
in units of Planck's constant: `3/(4π)` times the frequency integral of `D₁₃ D₂₃`. -/
def hamaker (n₁ n₂ n₃ w : ℝ) : ℝ :=
  3 / (4 * π) * ∫ u in Ioi (0 : ℝ), contrast n₁ n₃ w u * contrast n₂ n₃ w u
```

This expression is a definition, and Lifshitz theory enters only through it. It keeps the leading power of $D_{13}D_{23}$, neglects retardation, and has an integral from $u=0$ in place of the sum over thermal frequencies. The separate zero-frequency term, proportional to temperature and built from static permittivities, which is often quoted together with this formula, is absent. The indices need only be positive, which includes $n_j\ge1$.

## (a) The permittivity as one fraction

*Task.* Show that $\varepsilon(u)=(u^2+n^2w^2)/(u^2+w^2)$ for $w>0$ and any real $n$ and $u$.

*Solution.* Since $1+u^2/w^2=(u^2+w^2)/w^2$,

$$\varepsilon=1+\frac{(n^2-1)w^2}{u^2+w^2}=\frac{u^2+w^2+n^2w^2-w^2}{u^2+w^2}=\frac{u^2+n^2w^2}{u^2+w^2}.$$

In the proof, `h` is the first identity, and `field_simp` followed by `ring` brings the sum over the common denominator.

```lean
/-- The oscillator permittivity equals `(u² + n² w²)/(u² + w²)`. -/
theorem eps_eq (n u : ℝ) {w : ℝ} (hw : 0 < w) :
    eps n w u = (u ^ 2 + n ^ 2 * w ^ 2) / (u ^ 2 + w ^ 2) := by
  have hw' : w ≠ 0 := hw.ne'
  have h2 : u ^ 2 + w ^ 2 ≠ 0 := by positivity
  have h : 1 + u ^ 2 / w ^ 2 = (u ^ 2 + w ^ 2) / w ^ 2 := by
    field_simp
    ring
  rw [eps, h]
  field_simp
  ring
```

## (b) The contrast is a Lorentzian

*Task.* For $n,m,w>0$ show that $D(u)=\dfrac{(n^2-m^2)w^2/2}{u^2+c^2}$.

*Solution.* Both permittivities have the denominator $u^2+w^2$, which cancels in the ratio:

$$D=\frac{(n^2-m^2)w^2}{2u^2+(n^2+m^2)w^2}=\frac{(n^2-m^2)w^2/2}{u^2+w^2(n^2+m^2)/2}.$$

The constant in the last denominator is $c^2$, which is `hg`. The cancellation is `div_div_div_cancel_right₀ h2`, and it depends on all materials sharing the same $w$. The remaining equality of fractions is cross-multiplied by `div_eq_div_iff`.

```lean
/-- The contrast is a Lorentzian in `u` of weight `(n² - m²) w²/2` and width `width n m w`. -/
theorem contrast_eq {n m w : ℝ} (hn : 0 < n) (hm : 0 < m) (hw : 0 < w) (u : ℝ) :
    contrast n m w u = (n ^ 2 - m ^ 2) * w ^ 2 / 2 / (u ^ 2 + width n m w ^ 2) := by
  have h2 : u ^ 2 + w ^ 2 ≠ 0 := by positivity
  have hg : width n m w ^ 2 = w ^ 2 * (n ^ 2 + m ^ 2) / 2 := by
    rw [width, div_pow, mul_pow, sq_sqrt (by positivity), sq_sqrt (by norm_num)]
  have h3 : u ^ 2 + n ^ 2 * w ^ 2 + (u ^ 2 + m ^ 2 * w ^ 2) ≠ 0 := by positivity
  have h4 : u ^ 2 + w ^ 2 * (n ^ 2 + m ^ 2) / 2 ≠ 0 := by positivity
  rw [contrast, eps_eq n u hw, eps_eq m u hw, ← sub_div, ← add_div,
    div_div_div_cancel_right₀ h2, hg, div_eq_div_iff h3 h4]
  ring
```

## (c) The arctangent primitive

*Task.* For $c>0$ show that $\arctan(u/c)$ has derivative $c/(u^2+c^2)$ at every $u$ and tends to $\pi/2$ as $u\to\infty$.

*Solution.* The chain rule gives

$$\frac{1}{1+u^2/c^2}\cdot\frac1c=\frac{c^2}{u^2+c^2}\cdot\frac1c=\frac{c}{u^2+c^2}.$$

Because $c>0$, $u/c\to\infty$, and $\arctan$ tends to $\pi/2$ there. Lean builds the derivative by chaining `div_const c` and `arctan`, and `congr_deriv` exchanges the resulting expression for the stated one. The limit composes `tendsto_arctan_atTop` with $u/c\to\infty$.

```lean
/-- For `c > 0`, `arctan (u/c)` has derivative `c/(u² + c²)` and tends to `π/2` as `u → ∞`. -/
theorem arctan_primitive {c : ℝ} (hc : 0 < c) :
    (∀ u, HasDerivAt (fun u => arctan (u / c)) (c / (u ^ 2 + c ^ 2)) u) ∧
      Tendsto (fun u => arctan (u / c)) atTop (𝓝 (π / 2)) := by
  refine ⟨fun u => ?_, (tendsto_arctan_atTop.mono_right nhdsWithin_le_nhds).comp
    (tendsto_id.atTop_div_const hc)⟩
  have hc' : c ≠ 0 := hc.ne'
  have h2 : u ^ 2 + c ^ 2 ≠ 0 := by positivity
  have h : 1 + (u / c) ^ 2 = (u ^ 2 + c ^ 2) / c ^ 2 := by
    field_simp
    ring
  refine (((hasDerivAt_id' u).div_const c).arctan).congr_deriv ?_
  show 1 / (1 + (u / c) ^ 2) * (1 / c) = _
  rw [h]
  field_simp
```

## (d) The integral of two Lorentzians

*Task.* For $a,b>0$ show that $f(u)=1/[(u^2+a^2)(u^2+b^2)]$ is integrable over $u>0$ and that $\int_0^\infty f\,du=\dfrac{\pi}{2ab(a+b)}$.

*Solution.* It suffices to find $g$ with $g'=f$, $g(0)=0$ and the stated limit at infinity. For $a\ne b$, partial fractions give

$$f=\frac{1}{b^2-a^2}\left[\frac1{u^2+a^2}-\frac1{u^2+b^2}\right],\qquad g=\frac{1}{b^2-a^2}\left[\frac{\arctan(u/a)}{a}-\frac{\arctan(u/b)}{b}\right],$$

using (c). The limit is

$$\frac{\pi}{2}\,\frac{1/a-1/b}{b^2-a^2}=\frac{\pi}{2}\,\frac{b-a}{ab\,(b-a)(a+b)}=\frac{\pi}{2ab(a+b)}.$$

For $a=b$ take

$$g=\frac{u}{2a^2(u^2+a^2)}+\frac{\arctan(u/a)}{2a^3},\qquad g'=\frac{a^2-u^2}{2a^2(u^2+a^2)^2}+\frac{1}{2a^2(u^2+a^2)}=\frac{1}{(u^2+a^2)^2}.$$

For $u>0$ one has $0\le u/(u^2+a^2)\le 1/u$, so the first term of $g$ tends to zero and the limit is $\pi/(4a^3)$, which is the stated value at $b=a$. In both cases $f\ge0$ and $g$ has a finite limit, so $f$ is integrable and the integral is the limit minus $g(0)$.

The proof collects the three properties of $g$ in one existential statement with components `hd`, `hl`, `h0`, and `eq_or_ne a b` splits it into the two cases. The bound by $1/u$ is the `squeeze_zero'` step. The last two lines are worth reusing for the integral over a half-line of a nonnegative function with a known primitive that is differentiable up to the endpoint and has a finite limit at infinity: from the derivative, the sign `hp` and the limit, `integrableOn_Ioi_deriv_of_nonneg'` yields integrability and `integral_Ioi_of_hasDerivAt_of_nonneg'` the value, with no separate decay estimate.

```lean
/-- The product of two Lorentzians of widths `a, b > 0` is integrable over `u > 0`, with
integral `π/(2ab(a + b))`. -/
theorem lorentzian_product {a b : ℝ} (ha : 0 < a) (hb : 0 < b) :
    IntegrableOn (fun u => 1 / ((u ^ 2 + a ^ 2) * (u ^ 2 + b ^ 2))) (Ioi (0 : ℝ)) ∧
      ∫ u in Ioi (0 : ℝ), 1 / ((u ^ 2 + a ^ 2) * (u ^ 2 + b ^ 2))
        = π / (2 * a * b * (a + b)) := by
  obtain ⟨da, la⟩ := arctan_primitive ha
  obtain ⟨db, lb⟩ := arctan_primitive hb
  have ha' : a ≠ 0 := ha.ne'
  have hb' : b ≠ 0 := hb.ne'
  have hA : ∀ u : ℝ, u ^ 2 + a ^ 2 ≠ 0 := fun u => by positivity
  have hB : ∀ u : ℝ, u ^ 2 + b ^ 2 ≠ 0 := fun u => by positivity
  obtain ⟨g, hd, hl, h0⟩ : ∃ g : ℝ → ℝ,
      (∀ u, HasDerivAt g (1 / ((u ^ 2 + a ^ 2) * (u ^ 2 + b ^ 2))) u) ∧
      Tendsto g atTop (𝓝 (π / (2 * a * b * (a + b)))) ∧ g 0 = 0 := by
    rcases eq_or_ne a b with hab | hab
    · -- equal widths: double pole
      rw [← hab]
      refine ⟨fun u => u / (u ^ 2 + a ^ 2) / (2 * a ^ 2) + arctan (u / a) / (2 * a ^ 3),
        fun u => ?_, ?_, by simp⟩
      · have h1 : HasDerivAt (fun u : ℝ => u ^ 2 + a ^ 2) (2 * u) u := by
          simpa using (hasDerivAt_pow 2 u).add_const (a ^ 2)
        have hu := hA u
        refine ((((hasDerivAt_id' u).fun_div h1 hu).div_const (2 * a ^ 2)).fun_add
          ((da u).div_const (2 * a ^ 3))).congr_deriv ?_
        field_simp
        ring
      · have hz : Tendsto (fun u : ℝ => u / (u ^ 2 + a ^ 2)) atTop (𝓝 0) := by
          refine squeeze_zero' ?_ ?_ tendsto_inv_atTop_zero
          · filter_upwards [eventually_gt_atTop 0] with u hu
            positivity
          · filter_upwards [eventually_gt_atTop 0] with u hu
            rw [inv_eq_one_div, div_le_div_iff₀ (by positivity) hu]
            nlinarith [sq_nonneg a]
        have e : π / (2 * a * a * (a + a)) = 0 / (2 * a ^ 2) + π / 2 / (2 * a ^ 3) := by
          rw [zero_div, zero_add, div_div]
          congr 1
          ring
        rw [e]
        exact (hz.div_const _).add (la.div_const _)
    · -- different widths: partial fractions
      have hs : a + b ≠ 0 := by positivity
      have hne : b ^ 2 - a ^ 2 ≠ 0 := by
        have : b ^ 2 - a ^ 2 = (b - a) * (a + b) := by ring
        rw [this]
        exact mul_ne_zero (sub_ne_zero.2 hab.symm) hs
      refine ⟨fun u => (arctan (u / a) / a - arctan (u / b) / b) / (b ^ 2 - a ^ 2),
        fun u => ?_, ?_, by simp⟩
      · have hu := hA u
        have hu' := hB u
        refine ((((da u).div_const a).fun_sub ((db u).div_const b)).div_const
          (b ^ 2 - a ^ 2)).congr_deriv ?_
        rw [div_eq_iff hne]
        field_simp
        ring
      · have e : π / (2 * a * b * (a + b)) = (π / 2 / a - π / 2 / b) / (b ^ 2 - a ^ 2) := by
          rw [eq_div_iff hne]
          field_simp
          ring
        rw [e]
        exact ((la.div_const a).sub (lb.div_const b)).div_const _
  have hp : ∀ u ∈ Ioi (0 : ℝ), 0 ≤ 1 / ((u ^ 2 + a ^ 2) * (u ^ 2 + b ^ 2)) :=
    fun u _ => by positivity
  refine ⟨integrableOn_Ioi_deriv_of_nonneg' (fun u _ => hd u) hp hl, ?_⟩
  rw [integral_Ioi_of_hasDerivAt_of_nonneg' (fun u _ => hd u) hp hl, h0, sub_zero]
```

## (e) Two different bodies

*Task.* For $n_1,n_2,n_3,w>0$ put $\delta_j=n_j^2-n_3^2$ and $s_j=n_j^2+n_3^2$ for $j=1,2$. Show that $D_{13}D_{23}$ is integrable over $u>0$ and

$$A_{132}=\frac{3w\,\delta_1\delta_2}{8\sqrt2\,\sqrt{s_1}\sqrt{s_2}\,(\sqrt{s_1}+\sqrt{s_2})}.$$

*Solution.* Write $p=\sqrt{s_1}$, $q=\sqrt{s_2}$, $r=\sqrt2$. By (b), $D_{13}D_{23}=\tfrac14\delta_1\delta_2w^4f(u)$ with widths $a=wp/r$ and $b=wq/r$, both positive. A constant multiple of an integrable function is integrable. Since $2ab(a+b)=2w^3pq(p+q)/r^3$, part (d) gives

$$A_{132}=\frac{3}{4\pi}\cdot\frac{\delta_1\delta_2w^4}{4}\cdot\frac{\pi r^3}{2w^3pq(p+q)}=\frac{3w\,\delta_1\delta_2\,r^3}{32\,pq(p+q)},$$

and $r^3=4/r$ turns $r^3/32$ into $1/(8r)$.

The factorisation of the integrand is `hf`. The algebra is `key`, stated for plain variables: `A` and `B` stand for $\delta_1,\delta_2$, and `r` is any positive number with `r ^ 2 = 2`, so no square root appears. The step `e3` rests on $r^4-4=(r^2+2)(r^2-2)$, whose factor $r^2+2$ is the coefficient of `h2` passed to `linear_combination`. The integrability clause matters because Lean assigns the value zero to the integral of a non-integrable function; with it, the zeros found in (g) and (h) are zeros of a convergent integral.

```lean
/-- For bodies 1 and 2 across medium 3 the integrand `D₁₃ D₂₃` is integrable and the Hamaker
constant is `3w(n₁²-n₃²)(n₂²-n₃²)/(8√2 √s₁ √s₂ (√s₁+√s₂))` with `s_j = n_j² + n₃²`. -/
theorem hamaker_closed_form {n₁ n₂ n₃ w : ℝ} (h₁ : 0 < n₁) (h₂ : 0 < n₂) (h₃ : 0 < n₃)
    (hw : 0 < w) :
    IntegrableOn (fun u => contrast n₁ n₃ w u * contrast n₂ n₃ w u) (Ioi (0 : ℝ)) ∧
      hamaker n₁ n₂ n₃ w = 3 * w * (n₁ ^ 2 - n₃ ^ 2) * (n₂ ^ 2 - n₃ ^ 2) /
        (8 * √2 * √(n₁ ^ 2 + n₃ ^ 2) * √(n₂ ^ 2 + n₃ ^ 2) *
          (√(n₁ ^ 2 + n₃ ^ 2) + √(n₂ ^ 2 + n₃ ^ 2))) := by
  have ha : 0 < width n₁ n₃ w := by unfold width; positivity
  have hb : 0 < width n₂ n₃ w := by unfold width; positivity
  obtain ⟨hi, hv⟩ := lorentzian_product ha hb
  have hf : (fun u => contrast n₁ n₃ w u * contrast n₂ n₃ w u) = fun u =>
      ((n₁ ^ 2 - n₃ ^ 2) * w ^ 2 / 2 * ((n₂ ^ 2 - n₃ ^ 2) * w ^ 2 / 2)) *
        (1 / ((u ^ 2 + width n₁ n₃ w ^ 2) * (u ^ 2 + width n₂ n₃ w ^ 2))) := by
    funext u
    rw [contrast_eq h₁ h₃ hw, contrast_eq h₂ h₃ hw, div_mul_div_comm, mul_one_div]
  -- collect the prefactors, using r³ = 4/r for r = √2
  have key : ∀ A B p q r : ℝ, 0 < p → 0 < q → 0 < r → r ^ 2 = 2 →
      3 / (4 * π) * (A * w ^ 2 / 2 * (B * w ^ 2 / 2) *
        (π / (2 * (w * p / r) * (w * q / r) * (w * p / r + w * q / r))))
        = 3 * w * A * B / (8 * r * p * q * (p + q)) := by
    intro A B p q r hp hq hr h2
    have hpq : p + q ≠ 0 := by positivity
    have hpi := pi_ne_zero
    have e : π / (2 * (w * p / r) * (w * q / r) * (w * p / r + w * q / r))
        = π * r ^ 3 / (2 * w ^ 3 * p * q * (p + q)) := by
      rw [← add_div, ← mul_add]
      field
    have e3 : r ^ 3 = 4 / r := by
      rw [eq_div_iff hr.ne']
      linear_combination (r ^ 2 + 2) * h2
    rw [e, e3]
    field
  rw [hamaker, hf, integral_const_mul, hv]
  exact ⟨Integrable.const_mul hi _, key _ _ _ _ _ (by positivity) (by positivity)
    (by positivity) (sq_sqrt (by norm_num))⟩
```

## (f) The Tabor–Winterton formula

*Task.* For $n_1,n_3,w>0$ show that $D_{13}^2$ is integrable over $u>0$ and obtain the formula stated at the top.

*Solution.* Set $n_2=n_1$ in (e). Then $\delta_2=\delta_1$ and $q=p$, so $pq(p+q)=2p^3=2s_1^{3/2}$ and

$$\frac{3}{4\pi}\int_0^\infty D_{13}^2\,du=\frac{3w\,\delta_1^2}{16\sqrt2\,s_1^{3/2}}.$$

In the statement the exponent `(3 / 2 : ℝ)` is a real power. The identity `e` equates it with the cube of the square root, and `generalize` then names that root `p`, leaving polynomial identities for numerator and denominator.

```lean
/-- Tabor-Winterton formula: `D₁₃²` is integrable over `u > 0` and `3/(4π)` times its integral
is `3w(n₁² - n₃²)²/(16√2 (n₁² + n₃²)^(3/2))`. -/
theorem tabor_winterton {n₁ n₃ w : ℝ} (h₁ : 0 < n₁) (h₃ : 0 < n₃) (hw : 0 < w) :
    IntegrableOn (fun u => contrast n₁ n₃ w u ^ 2) (Ioi (0 : ℝ)) ∧
      3 / (4 * π) * ∫ u in Ioi (0 : ℝ), contrast n₁ n₃ w u ^ 2
        = 3 * w * (n₁ ^ 2 - n₃ ^ 2) ^ 2 / (16 * √2 * (n₁ ^ 2 + n₃ ^ 2) ^ (3 / 2 : ℝ)) := by
  have h := hamaker_closed_form h₁ h₁ h₃ hw
  have h2 : (fun u => contrast n₁ n₃ w u ^ 2)
      = fun u => contrast n₁ n₃ w u * contrast n₁ n₃ w u := funext fun u => sq _
  have hs : 0 ≤ n₁ ^ 2 + n₃ ^ 2 := by positivity
  have e : √(n₁ ^ 2 + n₃ ^ 2) ^ 3 = (n₁ ^ 2 + n₃ ^ 2) ^ (3 / 2 : ℝ) := by
    rw [sqrt_eq_rpow, ← rpow_natCast, ← rpow_mul hs]
    norm_num
  rw [h2, ← e]
  refine ⟨h.1, h.2.trans ?_⟩
  generalize √(n₁ ^ 2 + n₃ ^ 2) = p
  congr 1 <;> ring
```

In a program that integrates $D_{13}^2$ numerically over imaginary frequency, the formula supplies a reference value for the case of one oscillator per material at a shared frequency. With the illustrative choice $n_1^2=3$, $n_3=1$ one has $\delta_1=2$, $s_1=4$ and the value $3w/(32\sqrt2)\approx0.066\,w$. For unequal bodies the expression in (e) needs no branch for equal widths, whereas the partial-fraction primitive divides by $b^2-a^2$ and loses digits when $a$ is close to $b$. These numerical comments are additions by hand and have not been through Lean.

## (g) Zeros and sign

*Task.* For $n_1,n_2,n_3,w>0$ show that $A_{132}=0$ if and only if $n_1=n_3$ or $n_2=n_3$, and that $A_{132}<0$ if and only if $n_2<n_3<n_1$ or $n_1<n_3<n_2$.

*Solution.* Factor $\delta_j=(n_j-n_3)(n_j+n_3)$ in (e):

$$A_{132}=C\,(n_1-n_3)(n_2-n_3),\qquad C=\frac{3w\,(n_1+n_3)(n_2+n_3)}{8\sqrt2\,pq(p+q)}>0.$$

The product vanishes exactly when one of the two differences does, and it is negative exactly when they have opposite signs, that is when $n_3$ lies strictly between $n_1$ and $n_2$. In the usual convention a negative Hamaker constant means repulsion, here of the dispersion part alone; the theorem concerns the sign of the number $A_{132}$, and no force is defined. Both criteria rest on the shared absorption frequency: if a body and the medium had equal indices other than 1 but different absorption frequencies, their permittivities would differ at every $u>0$ and the contrast would not vanish there.

The proof obtains `C` with `hC` and the factorisation `e`, removes `C` from the inequality by `hneg`, and uses `mul_eq_zero` and `mul_neg_iff` for the two claims. `linarith` converts signs of differences into orderings of indices.

```lean
/-- The Hamaker constant vanishes iff one body is index-matched to the medium, and is negative
iff the index of the medium lies strictly between those of the bodies. -/
theorem hamaker_sign {n₁ n₂ n₃ w : ℝ} (h₁ : 0 < n₁) (h₂ : 0 < n₂) (h₃ : 0 < n₃) (hw : 0 < w) :
    (hamaker n₁ n₂ n₃ w = 0 ↔ n₁ = n₃ ∨ n₂ = n₃) ∧
      (hamaker n₁ n₂ n₃ w < 0 ↔ (n₂ < n₃ ∧ n₃ < n₁) ∨ (n₁ < n₃ ∧ n₃ < n₂)) := by
  obtain ⟨C, hC, e⟩ : ∃ C, 0 < C ∧ hamaker n₁ n₂ n₃ w = C * ((n₁ - n₃) * (n₂ - n₃)) :=
    ⟨3 * w * (n₁ + n₃) * (n₂ + n₃) / (8 * √2 * √(n₁ ^ 2 + n₃ ^ 2) * √(n₂ ^ 2 + n₃ ^ 2) *
      (√(n₁ ^ 2 + n₃ ^ 2) + √(n₂ ^ 2 + n₃ ^ 2))), by positivity, by
        rw [(hamaker_closed_form h₁ h₂ h₃ hw).2, div_mul_eq_mul_div]
        congr 1
        ring⟩
  have hneg : ∀ x, C * x < 0 ↔ x < 0 := fun x =>
    ⟨fun h => lt_of_not_ge fun hx => not_lt_of_ge (mul_nonneg hC.le hx) h,
      mul_neg_of_pos_of_neg hC⟩
  rw [e]
  constructor
  · rw [mul_eq_zero, or_iff_right hC.ne', mul_eq_zero, sub_eq_zero, sub_eq_zero]
  · rw [hneg, mul_neg_iff]
    constructor <;> rintro (⟨h, h'⟩ | ⟨h, h'⟩)
    all_goals first
      | exact Or.inl ⟨by linarith, by linarith⟩
      | exact Or.inr ⟨by linarith, by linarith⟩
```

## (h) Identical bodies

*Task.* For $n_1,n_3,w>0$ show that $A_{131}$, the constant with $n_2=n_1$, is nonnegative and vanishes if and only if $n_1=n_3$.

*Solution.* Put $n_2=n_1$ in (g). A negative value would require $n_1<n_3<n_1$, which is impossible, so $A_{131}\ge0$. The two alternatives for a zero coincide and read $n_1=n_3$. Since `hamaker n₁ n₁ n₃ w` has integrand $D_{13}D_{13}$, it is the left side of (f). In Lean, `or_self` merges the alternatives and `linarith` refutes each contradictory pair of inequalities.

```lean
/-- For identical bodies the Hamaker constant is nonnegative and vanishes iff the refractive
indices of body and medium match. -/
theorem hamaker_symmetric {n₁ n₃ w : ℝ} (h₁ : 0 < n₁) (h₃ : 0 < n₃) (hw : 0 < w) :
    0 ≤ hamaker n₁ n₁ n₃ w ∧ (hamaker n₁ n₁ n₃ w = 0 ↔ n₁ = n₃) := by
  obtain ⟨hz, hn⟩ := hamaker_sign h₁ h₁ h₃ hw
  refine ⟨le_of_not_gt fun h => ?_, by rw [hz, or_self]⟩
  rcases hn.1 h with ⟨h, h'⟩ | ⟨h, h'⟩ <;> linarith

end

end LifshitzHamaker
```

```lean
#print axioms LifshitzHamaker.tabor_winterton
-- 'LifshitzHamaker.tabor_winterton' depends on axioms: [propext, Classical.choice, Quot.sound]
#print axioms LifshitzHamaker.hamaker_symmetric
-- 'LifshitzHamaker.hamaker_symmetric' depends on axioms: [propext, Classical.choice, Quot.sound]
```
